# The sum of the N lowest eigenvalues of a Hermitian matrix is its least band energy for N fermions

Let $H$ be a Hermitian $n\times n$ matrix with eigenvalues $\varepsilon_0\le\dots\le\varepsilon_{n-1}$, and let $N\le n$ be a natural number. Among all matrices $P$ with $0\le P\le 1$ and $\operatorname{tr}P=N$,

$$\min_P \operatorname{tr}(PH)=E_0:=\sum_{i<N}\varepsilon_i ,$$

and the projector $Q$ onto the first $N$ eigenvectors attains it. If $1\le N<n$ and $g=\varepsilon_N-\varepsilon_{N-1}$, then also $g\,\|P-Q\|_F^2\le 2(\operatorname{tr}(PH)-E_0)$, where $\|\cdot\|_F$ is the Frobenius norm.

For non-interacting electrons, or a fixed mean-field Hamiltonian, in a finite orthonormal basis of spin orbitals, an approximate density matrix that meets the constraints therefore never has too low a band energy. With a known positive gap, its energy error bounds its matrix error.

## H is Hermitian: real levels and orthonormal orbitals

Hermiticity makes the one-particle energies real, so they can be ordered, and gives orthonormal eigenvectors $|i\rangle$ with $H=\sum_i\varepsilon_i|i\rangle\langle i|$. In Lean it is the argument `hH`. `levels` and `orbitals` sort Mathlib's eigenvalues and eigenvectors together, and `orbitalOperator hH f` is $\sum_i f_i|i\rangle\langle i|$. Indices start at 0, so the filling $\theta_i$ is 1 exactly for $i<N$.

```lean
import Mathlib

open Matrix
open scoped ComplexOrder

namespace BandEnergyBound

noncomputable section

variable {n N : ℕ} {H P : Matrix (Fin n) (Fin n) ℂ}

/-- The eigenvalues of `H`, with multiplicity, in nondecreasing order. -/
def levels (hH : H.IsHermitian) : Fin n → ℝ :=
  hH.eigenvalues ∘ Tuple.sort hH.eigenvalues

/-- The matrix whose columns are orthonormal eigenvectors of `H`, ordered as the levels. -/
def orbitals (hH : H.IsHermitian) : Matrix (Fin n) (Fin n) ℂ :=
  (hH.eigenvectorUnitary : Matrix (Fin n) (Fin n) ℂ).submatrix id (Tuple.sort hH.eigenvalues)

/-- The operator that is diagonal in the orbitals of `H`, with diagonal values `f`. -/
def orbitalOperator (hH : H.IsHermitian) (f : Fin n → ℝ) : Matrix (Fin n) (Fin n) ℂ :=
  orbitals hH * diagonal (fun i => (f i : ℂ)) * (orbitals hH)ᴴ

/-- The step filling: one for the first `N` orbitals, zero for the others. -/
def filling (N : ℕ) (i : Fin n) : ℝ := if i.val < N then 1 else 0

/-- The projector onto the first `N` orbitals of `H`. -/
def fermiProjector (hH : H.IsHermitian) (N : ℕ) : Matrix (Fin n) (Fin n) ℂ :=
  orbitalOperator hH (filling N)
```

Without Hermiticity the bound fails. The matrix $\begin{pmatrix}0&1\\0&0\end{pmatrix}$ has only the eigenvalue 0, yet the projector onto $(1,-1)/\sqrt2$ gives $\operatorname{tr}(PH)=-\tfrac12$.

## 0 ≤ P ≤ 1 and tr P = N: Pauli occupations of N electrons

The two matrix inequalities say that no orbital holds less than zero or more than one electron; orbitals here are spin orbitals. The trace fixes the electron number. `PosSemidef` includes Hermiticity, so $P$ needs no separate assumption.

```lean
/-- A one-particle density matrix for `N` fermions: `0 ≤ P ≤ 1` and `tr P = N`. -/
structure IsDensityMatrix (P : Matrix (Fin n) (Fin n) ℂ) (N : ℕ) : Prop where
  nonneg : P.PosSemidef
  le_one : (1 - P).PosSemidef
  trace_eq : P.trace = (N : ℂ)

/-- The band energy of `P`: the real part of `tr(PH)`. -/
def bandEnergy (P H : Matrix (Fin n) (Fin n) ℂ) : ℝ := (P * H).trace.re

/-- The sum of the `N` lowest eigenvalues of `H`. -/
def lowestSum (hH : H.IsHermitian) (N : ℕ) : ℝ :=
  ∑ i : Fin n with i.val < N, levels hH i

/-- The occupation of orbital `i` of `H` in the state `P`. -/
def occupation (hH : H.IsHermitian) (P : Matrix (Fin n) (Fin n) ℂ) (i : Fin n) : ℝ :=
  (((orbitals hH)ᴴ * P * orbitals hH) i i).re
```

With $x_i=\langle i|P|i\rangle$, the spectral sum gives

$$\operatorname{tr}(PH)=\sum_i\varepsilon_i x_i,\qquad 0\le x_i\le1,\qquad \sum_i x_i=N.$$

The bounds are the diagonal elements of $P\ge0$ and $1-P\ge0$ in the orbital basis; the sum is the trace in that basis. The next three theorems supply orthonormality, the spectral sum and the trace formula. The last of these shows that the trace is real, so taking the real part in `bandEnergy` loses nothing. `occupation_bounds` then collects the constraints.

```lean
/-- The orbitals are orthonormal. -/
theorem orbitals_orthonormal (hH : H.IsHermitian) : (orbitals hH)ᴴ * orbitals hH = 1 := by
  have hU := Matrix.mem_unitaryGroup_iff'.mp hH.eigenvectorUnitary.2
  ext i j
  change (star (hH.eigenvectorUnitary : Matrix (Fin n) (Fin n) ℂ) *
    (hH.eigenvectorUnitary : Matrix (Fin n) (Fin n) ℂ))
      (Tuple.sort hH.eigenvalues i) (Tuple.sort hH.eigenvalues j) = _
  rw [hU]
  simp [Matrix.one_apply]

/-- The Hamiltonian is diagonal in its orbitals, with the levels on the diagonal. -/
theorem orbitalOperator_levels (hH : H.IsHermitian) : orbitalOperator hH (levels hH) = H := by
  have entry : ∀ (A : Matrix (Fin n) (Fin n) ℂ) (d : Fin n → ℂ) (i j : Fin n),
      (A * diagonal d * Aᴴ) i j = ∑ k, A i k * d k * star (A j k) := by
    intro A d i j
    rw [Matrix.mul_apply]
    exact Finset.sum_congr rfl fun k _ => by rw [mul_diagonal, conjTranspose_apply]
  have h : H = (hH.eigenvectorUnitary : Matrix (Fin n) (Fin n) ℂ) *
      diagonal (fun k => (hH.eigenvalues k : ℂ)) *
      (hH.eigenvectorUnitary : Matrix (Fin n) (Fin n) ℂ)ᴴ := by
    have h := hH.spectral_theorem
    rw [Unitary.conjStarAlgAut_apply] at h
    exact h
  ext i j
  refine Eq.trans ?_ (congrFun (congrFun h i) j).symm
  -- sorting only permutes the terms of the spectral sum
  rw [orbitalOperator, entry, entry]
  exact Equiv.sum_comp (Tuple.sort hH.eigenvalues) (fun k =>
    (hH.eigenvectorUnitary : Matrix (Fin n) (Fin n) ℂ) i k * (hH.eigenvalues k : ℂ) *
      star ((hH.eigenvectorUnitary : Matrix (Fin n) (Fin n) ℂ) j k))

/-- For Hermitian `P`, the trace of `P` with an operator diagonal in the orbitals is the real
sum of its diagonal values weighted by the occupations. -/
theorem trace_mul_orbitalOperator (hH : H.IsHermitian) (hP : P.IsHermitian) (f : Fin n → ℝ) :
    (P * orbitalOperator hH f).trace = ((∑ i, f i * occupation hH P i : ℝ) : ℂ) := by
  have hM : ((orbitals hH)ᴴ * P * orbitals hH).IsHermitian :=
    isHermitian_conjTranspose_mul_mul _ hP
  have h1 : (P * orbitalOperator hH f).trace =
      ((orbitals hH)ᴴ * P * orbitals hH * diagonal (fun i => (f i : ℂ))).trace := by
    rw [orbitalOperator, ← Matrix.mul_assoc, Matrix.trace_mul_comm]
    simp only [Matrix.mul_assoc]
  rw [h1, Matrix.trace, Complex.ofReal_sum]
  refine Finset.sum_congr rfl fun i _ => ?_
  have hr : (occupation hH P i : ℂ) = ((orbitals hH)ᴴ * P * orbitals hH) i i :=
    Complex.conj_eq_iff_re.mp (hM.apply i i)
  rw [diag_apply, mul_diagonal, Complex.ofReal_mul, hr, mul_comm]

/-- The occupations of a density matrix lie between zero and one and add up to `N`. -/
theorem occupation_bounds (hH : H.IsHermitian) (hP : IsDensityMatrix P N) :
    (∀ i, 0 ≤ occupation hH P i ∧ occupation hH P i ≤ 1) ∧ ∑ i, occupation hH P i = N := by
  refine ⟨fun i => ⟨?_, ?_⟩, ?_⟩
  · exact (Complex.le_def.mp
      (hP.nonneg.conjTranspose_mul_mul_same (orbitals hH)).diag_nonneg).1
  · have h := (Complex.le_def.mp
      ((hP.le_one.conjTranspose_mul_mul_same (orbitals hH)).diag_nonneg (i := i))).1
    rw [Matrix.mul_sub, Matrix.sub_mul, Matrix.mul_one, orbitals_orthonormal] at h
    simp only [Matrix.sub_apply, Matrix.one_apply_eq, Complex.sub_re, Complex.one_re,
      Complex.zero_re] at h
    unfold occupation
    linarith
  · have h1 : orbitalOperator hH (fun _ => 1) = 1 := by
      simp [orbitalOperator, mul_eq_one_comm.mp (orbitals_orthonormal hH)]
    have h := trace_mul_orbitalOperator hH hP.nonneg.isHermitian (fun _ => 1)
    rw [h1, Matrix.mul_one, hP.trace_eq] at h
    simp only [one_mul] at h
    exact_mod_cast h.symm
```

Without $P\le1$, all $N$ electrons could sit in the lowest level, with energy $N\varepsilon_0\le E_0$. Without $P\ge0$, levels $0,1,3$ with $N=1$ admit occupations $1,1,-1$ and energy $-2$, below $E_0=0$. Without the trace condition, the minimum would fill every negative level, whatever $N$ is.

## N ≤ n: enough orbitals for the electrons

This hypothesis gives $\sum_i\theta_i=N$, which is `sum_filling`. Hence $\sum_i(x_i-\theta_i)=0$, and for any reference energy $\mu$

$$\operatorname{tr}(PH)-E_0=\sum_i\varepsilon_i(x_i-\theta_i)=\sum_i(\varepsilon_i-\mu)(x_i-\theta_i).$$

Take $\mu=\varepsilon_N$ if $N<n$, or any $\mu$ that is not below any level if $N=n$. For $i<N$ both factors are at most zero; for $i\ge N$ both are at least zero. Every term is nonnegative, which proves the bound. For $P=Q$ we have $x_i=\theta_i$, and the excess vanishes.

```lean
lemma sum_filling (hN : N ≤ n) : ∑ i : Fin n, filling N i = N := by
  unfold filling
  rw [Fin.sum_univ_eq_sum_range (fun k => if k < N then (1 : ℝ) else 0) n, Finset.sum_boole]
  have : (Finset.range n).filter (fun k => k < N) = Finset.range N := by
    ext k
    simp only [Finset.mem_filter, Finset.mem_range]
    omega
  rw [this, Finset.card_range]

lemma lowestSum_eq (hH : H.IsHermitian) :
    lowestSum hH N = ∑ i, filling N i * levels hH i := by
  simp [lowestSum, filling, Finset.sum_filter]

lemma orbitalOperator_mul (hH : H.IsHermitian) (f g : Fin n → ℝ) :
    orbitalOperator hH f * orbitalOperator hH g = orbitalOperator hH (fun i => f i * g i) := by
  unfold orbitalOperator
  calc _ = orbitals hH * diagonal (fun i => (f i : ℂ)) * ((orbitals hH)ᴴ * orbitals hH) *
        diagonal (fun i => (g i : ℂ)) * (orbitals hH)ᴴ := by simp only [Matrix.mul_assoc]
    _ = _ := by
      rw [orbitals_orthonormal, Matrix.mul_one, Matrix.mul_assoc (orbitals hH),
        diagonal_mul_diagonal]
      simp only [Complex.ofReal_mul]

lemma trace_orbitalOperator (hH : H.IsHermitian) (f : Fin n → ℝ) :
    (orbitalOperator hH f).trace = ((∑ i, f i : ℝ) : ℂ) := by
  rw [orbitalOperator, Matrix.trace_mul_comm, ← Matrix.mul_assoc, orbitals_orthonormal,
    Matrix.one_mul, trace_diagonal, Complex.ofReal_sum]
```

The product and trace rules for orbital operators reduce the properties of $Q$ to arithmetic with $\theta_i$: $\theta_i^2=\theta_i$ gives $Q^2=Q$, and a Hermitian idempotent is positive.

```lean
/-- The Fermi projector is an idempotent density matrix for `N` fermions, commutes with `H`,
and has the sum of the `N` lowest eigenvalues as its band energy. -/
theorem fermiProjector_spec (hH : H.IsHermitian) (hN : N ≤ n) :
    IsDensityMatrix (fermiProjector hH N) N ∧
    fermiProjector hH N * fermiProjector hH N = fermiProjector hH N ∧
    fermiProjector hH N * H = H * fermiProjector hH N ∧
    bandEnergy (fermiProjector hH N) H = lowestSum hH N := by
  have psd : ∀ R : Matrix (Fin n) (Fin n) ℂ, R.IsHermitian → R * R = R → R.PosSemidef := by
    intro R h1 h2
    have h := posSemidef_conjTranspose_mul_self R
    rwa [h1.eq, h2] at h
  have hQ : (fermiProjector hH N).IsHermitian :=
    isHermitian_mul_mul_conjTranspose _ (isHermitian_diagonal_of_self_adjoint _
      (funext fun i => Complex.conj_ofReal _))
  have hQQ : fermiProjector hH N * fermiProjector hH N = fermiProjector hH N := by
    rw [fermiProjector, orbitalOperator_mul]
    congr 1
    funext i
    simp [filling]
  have hc : fermiProjector hH N * orbitalOperator hH (levels hH) =
      orbitalOperator hH (levels hH) * fermiProjector hH N := by
    simp only [fermiProjector, orbitalOperator_mul, mul_comm]
  have he := trace_orbitalOperator hH (fun i => filling N i * levels hH i)
  rw [← orbitalOperator_mul, orbitalOperator_levels, ← lowestSum_eq] at he
  rw [orbitalOperator_levels] at hc
  refine ⟨⟨psd _ hQ hQQ, psd _ (isHermitian_one.sub hQ) ?_, ?_⟩, hQQ, hc, ?_⟩
  · rw [Matrix.mul_sub, Matrix.mul_one, Matrix.sub_mul, Matrix.one_mul, hQQ]
    abel
  · rw [fermiProjector, trace_orbitalOperator, sum_filling hN, Complex.ofReal_natCast]
  · rw [bandEnergy, fermiProjector, he, Complex.ofReal_re]

/-- The energy of `P` above the sum of the `N` lowest eigenvalues, with all levels measured
from an arbitrary reference energy `μ`. -/
theorem excess_energy (hH : H.IsHermitian) (hN : N ≤ n) (hP : IsDensityMatrix P N) (μ : ℝ) :
    bandEnergy P H - lowestSum hH N =
      ∑ i, (levels hH i - μ) * (occupation hH P i - filling N i) := by
  have h := trace_mul_orbitalOperator hH hP.nonneg.isHermitian (levels hH)
  rw [orbitalOperator_levels] at h
  have hs : ∑ i, (levels hH i - μ) * (occupation hH P i - filling N i) =
      ∑ i, levels hH i * occupation hH P i - ∑ i, filling N i * levels hH i
        - μ * ∑ i, occupation hH P i + μ * ∑ i : Fin n, filling N i := by
    simp only [Finset.mul_sum, ← Finset.sum_sub_distrib, ← Finset.sum_add_distrib]
    exact Finset.sum_congr rfl fun i _ => by ring
  rw [hs, (occupation_bounds hH hP).2, sum_filling hN, bandEnergy, h, Complex.ofReal_re,
    lowestSum_eq]
  ring
```

`isLeast_bandEnergy` states both that $E_0$ is attained and that it is a lower bound. Its proof chooses $\mu$ as above and checks the signs case by case.

```lean
/-- The sum of the `N` lowest eigenvalues of `H` is the least band energy `tr(PH)` over all
density matrices `0 ≤ P ≤ 1` with `tr P = N`. -/
theorem isLeast_bandEnergy (hH : H.IsHermitian) (hN : N ≤ n) :
    IsLeast {E | ∃ P, IsDensityMatrix P N ∧ bandEnergy P H = E} (lowestSum hH N) := by
  have mono : Monotone (levels hH) := Tuple.monotone_sort _
  refine ⟨⟨_, (fermiProjector_spec hH hN).1, (fermiProjector_spec hH hN).2.2.2⟩, ?_⟩
  rintro E ⟨P, hP, rfl⟩
  -- a Fermi level separates the filled from the empty orbitals
  obtain ⟨μ, h1, h2⟩ : ∃ μ : ℝ, (∀ i : Fin n, i.val < N → levels hH i ≤ μ) ∧
      (∀ i : Fin n, ¬ i.val < N → μ ≤ levels hH i) := by
    by_cases h : N < n
    · exact ⟨levels hH ⟨N, h⟩, fun i hi => mono (Fin.le_def.mpr hi.le),
        fun i hi => mono (Fin.le_def.mpr (not_lt.mp hi))⟩
    · refine ⟨∑ j, |levels hH j|, fun i _ => (le_abs_self _).trans ?_,
        fun i hi => absurd i.isLt (by omega)⟩
      exact Finset.single_le_sum (f := fun j => |levels hH j|)
        (fun j _ => abs_nonneg _) (Finset.mem_univ i)
  have hx := (occupation_bounds hH hP).1
  have hpos : 0 ≤ ∑ i, (levels hH i - μ) * (occupation hH P i - filling N i) := by
    refine Finset.sum_nonneg fun i _ => ?_
    by_cases hi : i.val < N
    · simp only [filling, if_pos hi]
      exact mul_nonneg_of_nonpos_of_nonpos (by linarith [h1 i hi]) (by linarith [(hx i).2])
    · simp only [filling, if_neg hi]
      exact mul_nonneg (by linarith [h2 i hi]) (by linarith [(hx i).1])
  linarith [excess_energy hH hN hP μ]
```

If $N>n$, no admissible $P$ exists, because $P\le1$ forces $\operatorname{tr}P\le n$. Fractional electron numbers are not covered.

## A gap above the highest filled level: stability and uniqueness

The indices `homo` $=N-1$ and `lumo` $=N$ exist only for $1\le N<n$. Set $\mu=\varepsilon_{N-1}$ in the excess formula. Filled orbitals contribute at least zero and each empty one at least $g x_i$, so

$$\operatorname{tr}(PH)-E_0\ge g\,q,\qquad q=\sum_{i\ge N}x_i=N-\operatorname{tr}(PQ).$$

This is `hE` in the proof of `gap_mul_distance_le`. Next,

$$P-P^2=P(1-P)P+(1-P)P(1-P)\ge0$$

gives $\operatorname{tr}P^2\le N$ (`hPP`). Expanding the square (`hF`, `hT`),

$$\|P-Q\|_F^2=\operatorname{tr}P^2-2\operatorname{tr}(PQ)+N\le 2q .$$

Multiplying by $g\ge0$ gives the stability bound.

```lean
/-- The gap between the levels with indices `N - 1` and `N` (counted from 0), times the squared
Frobenius distance of `P` from the Fermi projector, is at most twice the excess energy of `P`. -/
theorem gap_mul_distance_le (hH : H.IsHermitian) (hP : IsDensityMatrix P N)
    (homo lumo : Fin n) (hh : homo.val + 1 = N) (hl : lumo.val = N) :
    (levels hH lumo - levels hH homo) * ∑ i, ∑ j, ‖(P - fermiProjector hH N) i j‖ ^ 2 ≤
      2 * (bandEnergy P H - lowestSum hH N) := by
  have mono : Monotone (levels hH) := Tuple.monotone_sort _
  have hN : N ≤ n := by have := lumo.isLt; omega
  obtain ⟨hx, hsum⟩ := occupation_bounds hH hP
  obtain ⟨hQ, hQQ, -, -⟩ := fermiProjector_spec hH hN
  have hg : 0 ≤ levels hH lumo - levels hH homo :=
    sub_nonneg.mpr (mono (Fin.le_def.mpr (by omega)))
  -- charge in the empty orbitals costs at least the gap
  have hE : (levels hH lumo - levels hH homo) * (N - ∑ i, filling N i * occupation hH P i) ≤
      bandEnergy P H - lowestSum hH N := by
    rw [excess_energy hH hN hP (levels hH homo), ← hsum, ← Finset.sum_sub_distrib,
      Finset.mul_sum]
    refine Finset.sum_le_sum fun i _ => ?_
    by_cases hi : i.val < N
    · have h1 : levels hH i ≤ levels hH homo := mono (Fin.le_def.mpr (by omega))
      simp only [filling, if_pos hi]
      nlinarith [mul_nonneg (sub_nonneg.mpr h1) (sub_nonneg.mpr (hx i).2)]
    · have h1 : levels hH lumo ≤ levels hH i := mono (Fin.le_def.mpr (by omega))
      simp only [filling, if_neg hi]
      nlinarith [mul_nonneg (sub_nonneg.mpr h1) (hx i).1]
  -- `tr P² ≤ tr P`, since `P - P²` is a sum of two positive matrices
  have hPP : (P * P).trace.re ≤ N := by
    have a := hP.le_one.conjTranspose_mul_mul_same P
    have b := hP.nonneg.conjTranspose_mul_mul_same (1 - P)
    rw [hP.nonneg.isHermitian.eq] at a
    rw [hP.le_one.isHermitian.eq] at b
    have c := (Complex.le_def.mp (a.add b).trace_nonneg).1
    have d : P * (1 - P) * P + (1 - P) * P * (1 - P) = P - P * P := by noncomm_ring
    rw [d, Matrix.trace_sub, hP.trace_eq] at c
    simp only [Complex.sub_re, Complex.natCast_re, Complex.zero_re] at c
    linarith
  have hD : (P - fermiProjector hH N).IsHermitian :=
    hP.nonneg.isHermitian.sub hQ.nonneg.isHermitian
  have hF : ∑ i, ∑ j, ‖(P - fermiProjector hH N) i j‖ ^ 2 =
      ((P - fermiProjector hH N) * (P - fermiProjector hH N)).trace.re := by
    rw [Matrix.trace, Complex.re_sum]
    refine Finset.sum_congr rfl fun i _ => ?_
    rw [diag_apply, Matrix.mul_apply, Complex.re_sum]
    refine Finset.sum_congr rfl fun j _ => ?_
    rw [← hD.apply j i, Complex.star_def, Complex.mul_conj, Complex.ofReal_re, Complex.sq_norm]
  have hT : ((P - fermiProjector hH N) * (P - fermiProjector hH N)).trace.re =
      (P * P).trace.re - 2 * ∑ i, filling N i * occupation hH P i + N := by
    have t := trace_mul_orbitalOperator hH hP.nonneg.isHermitian (filling N)
    change (P * fermiProjector hH N).trace = _ at t
    rw [Matrix.mul_sub, Matrix.sub_mul, Matrix.sub_mul, hQQ, Matrix.trace_sub,
      Matrix.trace_sub, Matrix.trace_sub, Matrix.trace_mul_comm (fermiProjector hH N) P, t,
      hQ.trace_eq]
    simp only [Complex.sub_re, Complex.ofReal_re, Complex.natCast_re]
    ring
  rw [hF, hT]
  nlinarith [mul_nonneg hg (sub_nonneg.mpr hPP)]
```

A strictly positive gap is assumed only for uniqueness: zero excess then forces every entry of $P-Q$ to vanish. If $g=0$, the stability bound says nothing about the distance, and exchanging orbital $N-1$ for orbital $N$ gives a second minimiser.

```lean
/-- If the level with index `N` (counted from 0) lies strictly above the level with index `N - 1`,
the Fermi projector is the only density matrix whose band energy is the sum of the `N` lowest
eigenvalues. -/
theorem eq_fermiProjector_of_gap (hH : H.IsHermitian) (hP : IsDensityMatrix P N)
    (homo lumo : Fin n) (hh : homo.val + 1 = N) (hl : lumo.val = N)
    (gap : levels hH homo < levels hH lumo) (hE : bandEnergy P H = lowestSum hH N) :
    P = fermiProjector hH N := by
  have h := gap_mul_distance_le hH hP homo lumo hh hl
  rw [hE, sub_self, mul_zero] at h
  have h0 := nonpos_of_mul_nonpos_right h (sub_pos.mpr gap)
  ext i j
  have h1 : ‖(P - fermiProjector hH N) i j‖ ^ 2 ≤
      ∑ j, ‖(P - fermiProjector hH N) i j‖ ^ 2 :=
    Finset.single_le_sum (f := fun j => ‖(P - fermiProjector hH N) i j‖ ^ 2)
      (fun _ _ => by positivity) (Finset.mem_univ j)
  have h2 : ∑ j, ‖(P - fermiProjector hH N) i j‖ ^ 2 ≤
      ∑ i, ∑ j, ‖(P - fermiProjector hH N) i j‖ ^ 2 :=
    Finset.single_le_sum (f := fun i => ∑ j, ‖(P - fermiProjector hH N) i j‖ ^ 2)
      (fun _ _ => by positivity) (Finset.mem_univ i)
  have h3 : ‖(P - fermiProjector hH N) i j‖ = 0 :=
    pow_eq_zero_iff two_ne_zero |>.mp (le_antisymm (by linarith) (by positivity))
  exact sub_eq_zero.mp (norm_eq_zero.mp h3)

end

end BandEnergyBound
```

```lean
#print axioms BandEnergyBound.isLeast_bandEnergy
-- 'BandEnergyBound.isLeast_bandEnergy' depends on axioms: [propext, Classical.choice, Quot.sound]
#print axioms BandEnergyBound.eq_fermiProjector_of_gap
-- 'BandEnergyBound.eq_fermiProjector_of_gap' depends on axioms: [propext, Classical.choice, Quot.sound]
```

## Two sites and one electron

With one spin orbital per site, take $H=\begin{pmatrix}0&-1\\-1&0\end{pmatrix}$ and $N=1$. The levels are $-1$ and $1$, so $E_0=-1$, $g=2$ and $Q=\tfrac12\begin{pmatrix}1&1\\1&1\end{pmatrix}$.

Placing the electron on the first site, $P=\operatorname{diag}(1,0)$, gives $\operatorname{tr}(PH)=0$ and excess 1. All four entries of $P-Q$ have modulus $\tfrac12$, so $\|P-Q\|_F^2=1$. The stability bound reads $2\cdot1\le2\cdot1$, with equality.
